# The photon-number series for the Husimi function of a thermal mode sums to a Gaussian

For a single mode in a thermal state with mean photon number N ≥ 0, the Husimi function at a complex amplitude a is 1/π times the average, over the Bose–Einstein distribution, of the photon-number probabilities of the coherent state of amplitude a. The theorem says that this series over n converges to exp(−|a|²/(N+1)) / (π(N+1)), which is the file's Gaussian `thermalW` at s = −1. Both the photon probabilities and the Gaussian are given as explicit formulas, not derived from a density operator. The proof starts from the exponential series in N|a|²/(N+1), multiplies it by a constant, and tries to match the result to the claim with `convert`.

The first attempt, which Lean rejects:

```lean
import Mathlib

open MeasureTheory Real

namespace HusimiThermal

noncomputable section

/-- The Gaussian `G_t(a) = (2 / (π t)) exp(-2 |a|² / t)` on the complex phase plane,
for width `t > 0`. -/
def gaussian (t : ℝ) (a : ℂ) : ℝ :=
  2 / (π * t) * Real.exp (-2 * ‖a‖ ^ 2 / t)

/-- The `s`-ordered quasiprobability of a thermal mode with mean photon number `N`,
for `s < 2N + 1`. -/
def thermalW (N s : ℝ) : ℂ → ℝ :=
  gaussian (2 * N + 1 - s)

/-- The Bose-Einstein probability of finding `n` photons when the mean number is `N ≥ 0`. -/
def photonProb (N : ℝ) (n : ℕ) : ℝ :=
  N ^ n / (N + 1) ^ (n + 1)

/-- The probability of finding `n` photons in the coherent state of amplitude `a`. -/
def coherentProb (a : ℂ) (n : ℕ) : ℝ :=
  Real.exp (-‖a‖ ^ 2) * ‖a‖ ^ (2 * n) / (n.factorial : ℝ)

/-- For `N ≥ 0`, the member `s = -1` is the Husimi function of the thermal state: the coherent-state
photon probabilities averaged over the Bose-Einstein distribution, divided by `π`. -/
theorem husimi_thermal {N : ℝ} (hN : 0 ≤ N) (a : ℂ) :
    HasSum (fun n : ℕ => photonProb N n * coherentProb a n / π) (thermalW N (-1) a) := by
  have hN1 : N + 1 ≠ 0 := by positivity
  have h : HasSum (fun n : ℕ => (N * ‖a‖ ^ 2 / (N + 1)) ^ n / (n.factorial : ℝ))
      (Real.exp (N * ‖a‖ ^ 2 / (N + 1))) := by
    rw [Real.exp_eq_exp_ℝ]
    exact NormedSpace.expSeries_div_hasSum_exp _
  convert h.mul_left (Real.exp (-‖a‖ ^ 2) / (π * (N + 1))) using 1
  · funext n
    have hf : (n.factorial : ℝ) ≠ 0 := by positivity
    rw [photonProb, coherentProb, div_pow, mul_pow, pow_mul, pow_succ (N + 1) n]
    field_simp
  · have key : -2 * ‖a‖ ^ 2 / (2 * (N + 1)) = -‖a‖ ^ 2 + N * ‖a‖ ^ 2 / (N + 1) := by
      field_simp
      ring
    rw [thermalW, gaussian, show 2 * N + 1 - (-1) = 2 * (N + 1) by ring, key, Real.exp_add]
    field_simp

end

end HusimiThermal
```

The compiler's answer:

```
Main.lean:37:4: error: Tactic `apply` failed: could not unify the conclusion of `@funext`
  ?f = ?g
with the goal
  instAddCommMonoid =
    CommRing.toNonUnitalCommRing.toNonUnitalNonAssocCommRing.toNonUnitalNonAssocSemiring.toAddCommMonoid

Note: The full type of `@funext` is
  ∀ {α : Sort ?u.107} {β : α → Sort ?u.106} {f g : (x : α) → β x}, (∀ (x : α), f x = g x) → f = g

case e'_3
N : ℝ
hN : 0 ≤ N
a : ℂ
hN1 : N + 1 ≠ 0
h : HasSum (fun n => (N * ‖a‖ ^ 2 / (N + 1)) ^ n / ↑n.factorial) (rexp (N * ‖a‖ ^ 2 / (N + 1)))
⊢ instAddCommMonoid =
    CommRing.toNonUnitalCommRing.toNonUnitalNonAssocCommRing.toNonUnitalNonAssocSemiring.toAddCommMonoid
Main.lean:44:8: error: Failed to rewrite using equation theorems for `thermalW`
Main.lean:30:87: error: unsolved goals
case e'_6
N : ℝ
hN : 0 ≤ N
a : ℂ
hN1 : N + 1 ≠ 0
h : HasSum (fun n => (N * ‖a‖ ^ 2 / (N + 1)) ^ n / ↑n.factorial) (rexp (N * ‖a‖ ^ 2 / (N + 1)))
⊢ thermalW N (-1) a = rexp (-‖a‖ ^ 2) / (π * (N + 1)) * rexp (N * ‖a‖ ^ 2 / (N + 1))
```

As a diff, the version that Lean accepts:

```diff
@@ -34,14 +34,22 @@
     rw [Real.exp_eq_exp_ℝ]
     exact NormedSpace.expSeries_div_hasSum_exp _
-  convert h.mul_left (Real.exp (-‖a‖ ^ 2) / (π * (N + 1))) using 1
-  · funext n
+  have e : (fun n : ℕ => photonProb N n * coherentProb a n / π)
+      = fun n : ℕ => Real.exp (-‖a‖ ^ 2) / (π * (N + 1))
+        * ((N * ‖a‖ ^ 2 / (N + 1)) ^ n / (n.factorial : ℝ)) := by
+    funext n
     have hf : (n.factorial : ℝ) ≠ 0 := by positivity
     rw [photonProb, coherentProb, div_pow, mul_pow, pow_mul, pow_succ (N + 1) n]
     field_simp
-  · have key : -2 * ‖a‖ ^ 2 / (2 * (N + 1)) = -‖a‖ ^ 2 + N * ‖a‖ ^ 2 / (N + 1) := by
-      field_simp
-      ring
-    rw [thermalW, gaussian, show 2 * N + 1 - (-1) = 2 * (N + 1) by ring, key, Real.exp_add]
+  -- the exponents of the vacuum factor and of the resummed series add up
+  have key : -2 * ‖a‖ ^ 2 / (2 * (N + 1)) = -‖a‖ ^ 2 + N * ‖a‖ ^ 2 / (N + 1) := by
     field_simp
+    ring
+  have v : thermalW N (-1) a
+      = Real.exp (-‖a‖ ^ 2) / (π * (N + 1)) * Real.exp (N * ‖a‖ ^ 2 / (N + 1)) := by
+    unfold thermalW gaussian
+    rw [show 2 * N + 1 - (-1) = 2 * (N + 1) by ring, key, Real.exp_add]
+    field_simp
+  rw [e, v]
+  exact h.mul_left _
 
 end
```

What went wrong. The proof has two bullets, for the terms and for the sum, but `convert` leaves three goals. The extra one comes first and asks that two additive structures on the reals be equal: the one in the theorem's `HasSum` and the one that `mul_left` reaches through the ring structure. `funext` fails there because this is not an equation between functions.

The other goals are therefore out of step with the bullets. The second bullet gets the equation between the terms, where `thermalW` does not occur, so it cannot be rewritten. The equation for the sum has no bullet left and is reported as unsolved.

The repair drops `convert` and proves the two intended equations by name, `e` for the terms and `v` for the sum. After `rw [e, v]` the goal has the form that `h.mul_left _` proves. The two additive structures agree by definition, and `exact` accepts this by unfolding them, which `convert` had not done. Unfolding `thermalW` and `gaussian` with `unfold` instead of `rw`, and the added comment, are mere tidying.
